# Replacing a site's row by its unit vector leaves the determinant of the matrix with that site deleted

Let `M` be a square matrix whose rows and columns are labelled by the finitely many sites of a fragment, as in a non-interacting one-electron model with one orbital per site. The lemma says that if row `a` is replaced by the unit vector at `a`, the determinant becomes that of `M` with row and column `a` deleted, which is the matrix of the fragment without that site. The entries may come from any commutative ring, and `M` need not be symmetric or Hermitian. The proof splits the sites into `a` and the rest, notes that the new row makes the matrix block triangular, and evaluates the two diagonal blocks: the one at `a` is the identity, and the other is `removeSite M a`.

As first written in Lean, the proof fails:

```lean
import Mathlib

open Matrix Polynomial

namespace DetUpdateRowSite

variable {m n R K : Type*} [Fintype m] [DecidableEq m] [Fintype n] [DecidableEq n]
  [CommRing R] [Field K]

/-- The fragment with site `a` removed: row and column `a` are deleted. -/
def removeSite (M : Matrix m m R) (a : m) : Matrix {i // ¬ i = a} {i // ¬ i = a} R :=
  M.submatrix Subtype.val Subtype.val

/-- Replacing row `a` by the unit vector at `a` gives the determinant of the fragment
without site `a`. -/
theorem det_updateRow_site (M : Matrix m m R) (a : m) :
    (M.updateRow a (Pi.single a 1)).det = (removeSite M a).det := by
  have e1 : toSquareBlockProp (M.updateRow a (Pi.single a 1)) (fun i => i = a) = 1 := by
    refine Matrix.ext ?_
    rintro ⟨i, hi⟩ ⟨j, hj⟩
    dsimp only at hi hj
    subst hi
    subst hj
    simp [toSquareBlockProp]
  have e2 : toSquareBlockProp (M.updateRow a (Pi.single a 1)) (fun i => ¬ i = a)
      = removeSite M a := by
    refine Matrix.ext ?_
    rintro ⟨i, hi⟩ ⟨j, hj⟩
    have hi' : ¬ i = a := hi
    simp [toSquareBlockProp, removeSite, updateRow_apply, hi']
  -- the new row makes the matrix block triangular
  refine (twoBlockTriangular_det' _ (fun i => i = a) ?_).trans ?_
  · intro i hi j hj
    simp [updateRow_apply, Pi.single_apply, hi, hj]
  · rw [e1, e2, det_one, one_mul]

end DetUpdateRowSite
```

The error:

```
Main.lean:21:4: error: `dsimp` made no progress

Note: The target expression is not type-correct under the `implicit` transparency level, which may have triggered the failure. This is usually caused by unfolding of semireducible definitions in prior tactic steps. Use `set_option linter.tacticCheckInstances true` to investigate the source of the issue.
Full error:
  function expected
    (M.updateRow a (Pi.single a 1)).toSquareBlockProp (fun i => i = a) ⟨i, hi⟩
Main.lean:35:16: error: synthesized type class instance is not definitionally equal to expression inferred by typing rules, synthesized
  Fintype.subtypeEq a
inferred
  Subtype.fintype fun i => i = a
Main.lean:34:27: warning: This simp argument is unused:
  Pi.single_apply

Hint: Omit it from the simp argument list.
  [apply] simp [updateRow_apply, hi, hj]

Note: This linter can be disabled with `set_option linter.unusedSimpArgs false`
```

What went wrong. The first error says that `dsimp only at hi hj` changed nothing, which Lean treats as a failure. After `rintro`, the hypotheses already read `i = a` and `j = a`, so there was nothing left to reduce. The accompanying note is a false lead here: it concerns the type of the goal, while the step acts only on `hi` and `hj`. The repair drops the step. Its use of `not_not.mp` to get `hi'` and `hj'` is needed only because of the new predicate, which the second error calls for.

The second error arises at `det_one`. The determinant of the block at `a` carries the general finiteness instance `Subtype.fintype`, but for the subtype `i = a` Lean synthesizes the special instance `Fintype.subtypeEq a`, and the two do not match by definition. The repair describes this block by `¬ ¬ i = a` instead. That is the same site, but the special instance no longer fits the form of the predicate, so the general one is used on both sides.

To produce the block in this form, the proof applies `twoBlockTriangular_det` with the predicate `¬ i = a`. The identity block now comes second in the product, so `one_mul` becomes `mul_one`, and the proofs about entries are adapted to the double negation. Dropping `Pi.single_apply`, which the warning reports as unused, is mere tidying.

Fix (accepted with no message):

```diff
@@ -16,11 +16,10 @@
 theorem det_updateRow_site (M : Matrix m m R) (a : m) :
     (M.updateRow a (Pi.single a 1)).det = (removeSite M a).det := by
-  have e1 : toSquareBlockProp (M.updateRow a (Pi.single a 1)) (fun i => i = a) = 1 := by
+  have e1 : toSquareBlockProp (M.updateRow a (Pi.single a 1)) (fun i => ¬ ¬ i = a) = 1 := by
     refine Matrix.ext ?_
     rintro ⟨i, hi⟩ ⟨j, hj⟩
-    dsimp only at hi hj
-    subst hi
-    subst hj
-    simp [toSquareBlockProp]
+    have hi' : i = a := not_not.mp hi
+    have hj' : j = a := not_not.mp hj
+    simp [toSquareBlockProp, updateRow_apply, Matrix.one_apply, hi', hj']
   have e2 : toSquareBlockProp (M.updateRow a (Pi.single a 1)) (fun i => ¬ i = a)
       = removeSite M a := by
@@ -30,8 +29,10 @@
     simp [toSquareBlockProp, removeSite, updateRow_apply, hi']
   -- the new row makes the matrix block triangular
-  refine (twoBlockTriangular_det' _ (fun i => i = a) ?_).trans ?_
+  refine (twoBlockTriangular_det _ (fun i => ¬ i = a) ?_).trans ?_
   · intro i hi j hj
-    simp [updateRow_apply, Pi.single_apply, hi, hj]
-  · rw [e1, e2, det_one, one_mul]
+    have hi' : i = a := not_not.mp hi
+    have hj' : ¬ j = a := hj
+    simp [updateRow_apply, hi', hj']
+  · rw [e1, e2, det_one, mul_one]
 
 end DetUpdateRowSite
```
